# The second moment of a Lorentzian-broadened spectral function diverges

Take one pole of unit weight at zero energy and broaden it into the Lorentzian $L(x) = (\eta/\pi)/(x^2+\eta^2)$ of half-width $\eta>0$ in the frequency $x$. The product $x^2L(x)$ then approaches the constant $\eta/\pi$ in both tails, so its integral over a window $[-R,R]$ keeps growing with the half-length $R$, although the area under $L$ within the same window tends to one. The second moment diverges in the same way for a finite sum of such lines, centred at any energies, if the weights are non-negative and not all zero.

```lean
import Mathlib

open Real Filter Topology MeasureTheory

namespace LorentzianMoments

noncomputable section

/-- Lorentzian line shape of half-width `η` centred at the pole energy `ε`. -/
def lorentz (η ε x : ℝ) : ℝ := (η / π) / ((x - ε) ^ 2 + η ^ 2)

/-- Broadened Lehmann spectral function: poles `e i` with weights `w i`, each replaced
by a Lorentzian of half-width `η`. -/
def spectral {ι : Type*} [Fintype ι] (η : ℝ) (w e : ι → ℝ) (x : ℝ) : ℝ :=
  ∑ i, w i * lorentz η (e i) x

/-- The `n`-th frequency moment of `A` restricted to the window `[-R, R]`. -/
def moment (n : ℕ) (A : ℝ → ℝ) (R : ℝ) : ℝ := ∫ x in (-R)..R, x ^ n * A x

/-- For positive broadening the Lorentzian is a continuous function of frequency. -/
theorem continuous_lorentz {η : ℝ} (hη : 0 < η) (ε : ℝ) : Continuous (lorentz η ε) := by
  show Continuous (fun x : ℝ => (η / π) / ((x - ε) ^ 2 + η ^ 2))
  refine Continuous.div continuous_const (by fun_prop) (fun x => ?_)
  exact (add_pos_of_nonneg_of_pos (sq_nonneg _) (pow_pos hη 2)).ne'

/-- The second moment of the centred Lorentzian over `[-R, R]` equals
`(2η/π) (R - η arctan (R/η))`. -/
theorem second_moment_eq {η : ℝ} (hη : 0 < η) (R : ℝ) :
    moment 2 (lorentz η 0) R = 2 * η / π * (R - η * arctan (R / η)) := by
  have hη' : η ≠ 0 := hη.ne'
  have hπ : π ≠ 0 := pi_ne_zero
  -- antiderivative (η/π) (x - η arctan (x/η))
  have hd : ∀ x : ℝ, HasDerivAt (fun x : ℝ => η / π * (x - η * arctan (x / η)))
      (x ^ 2 * lorentz η 0 x) x := by
    intro x
    have h1 := ((hasDerivAt_id' x).div_const η).arctan
    have h2 := ((hasDerivAt_id' x).fun_sub (h1.const_mul η)).const_mul (η / π)
    refine h2.congr_deriv ?_
    have hx : x ^ 2 + η ^ 2 ≠ 0 := by positivity
    have h3 : 1 + (x / η) ^ 2 = (x ^ 2 + η ^ 2) / η ^ 2 := by
      field_simp
      ring
    rw [h3]
    unfold lorentz
    rw [sub_zero]
    field_simp
    ring
  have hc : Continuous (fun x : ℝ => x ^ 2 * lorentz η 0 x) :=
    (continuous_pow 2).mul (continuous_lorentz hη 0)
  have key := intervalIntegral.integral_eq_sub_of_hasDerivAt (a := -R) (b := R)
    (fun x _ => hd x) (hc.intervalIntegrable _ _)
  unfold moment
  rw [key]
  simp only [neg_div, Real.arctan_neg]
  ring

/-- The second moment of the centred Lorentzian over `[-R, R]` tends to infinity as the
window grows. -/
theorem second_moment_tendsto_atTop {η : ℝ} (hη : 0 < η) :
    Tendsto (moment 2 (lorentz η 0)) atTop atTop := by
  have hc : 0 < 2 * η / π := by positivity
  have hlin : Tendsto (fun R : ℝ => 2 * η / π * (R + -(η * (π / 2)))) atTop atTop :=
    (tendsto_atTop_add_const_right atTop (-(η * (π / 2))) tendsto_id).const_mul_atTop hc
  refine tendsto_atTop_mono (fun R => ?_) hlin
  rw [second_moment_eq hη]
  -- the arctangent term is bounded, so the growth is linear in R
  have h := mul_le_mul_of_nonneg_left (arctan_lt_pi_div_two (R / η)).le hη.le
  exact mul_le_mul_of_nonneg_left (by linarith) hc.le

/-- The integrand `x² L(x)` of the second moment of the centred Lorentzian is not
integrable over the real line. -/
theorem not_integrable_second_moment {η : ℝ} (hη : 0 < η) :
    ¬ Integrable (fun x : ℝ => x ^ 2 * lorentz η 0 x) := by
  intro h
  -- an integrable function would have convergent truncated integrals
  have hlim := intervalIntegral_tendsto_integral h tendsto_neg_atTop_atBot
    (tendsto_id (x := (atTop : Filter ℝ)))
  exact not_tendsto_atTop_of_tendsto_nhds hlim (second_moment_tendsto_atTop hη)

/-- The spectral weight of the centred Lorentzian in `[-R, R]` equals
`(2/π) arctan (R/η)`. -/
theorem zeroth_moment_eq {η : ℝ} (hη : 0 < η) (R : ℝ) :
    moment 0 (lorentz η 0) R = 2 / π * arctan (R / η) := by
  have hη' : η ≠ 0 := hη.ne'
  have hπ : π ≠ 0 := pi_ne_zero
  have hd : ∀ x : ℝ, HasDerivAt (fun x : ℝ => 1 / π * arctan (x / η))
      (x ^ 0 * lorentz η 0 x) x := by
    intro x
    have h1 := ((hasDerivAt_id' x).div_const η).arctan
    have h2 := h1.const_mul (1 / π)
    refine h2.congr_deriv ?_
    have hx : x ^ 2 + η ^ 2 ≠ 0 := by positivity
    have h3 : 1 + (x / η) ^ 2 = (x ^ 2 + η ^ 2) / η ^ 2 := by
      field_simp
      ring
    rw [h3]
    unfold lorentz
    rw [sub_zero, pow_zero]
    field_simp
  have hc : Continuous (fun x : ℝ => x ^ 0 * lorentz η 0 x) :=
    (continuous_pow 0).mul (continuous_lorentz hη 0)
  have key := intervalIntegral.integral_eq_sub_of_hasDerivAt (a := -R) (b := R)
    (fun x _ => hd x) (hc.intervalIntegrable _ _)
  unfold moment
  rw [key]
  simp only [neg_div, Real.arctan_neg]
  ring

/-- The spectral weight of the centred Lorentzian in `[-R, R]` tends to one as the window
grows. -/
theorem zeroth_moment_tendsto_one {η : ℝ} (hη : 0 < η) :
    Tendsto (moment 0 (lorentz η 0)) atTop (𝓝 1) := by
  have hπ : π ≠ 0 := pi_ne_zero
  have h1 : Tendsto (fun R : ℝ => arctan (R / η)) atTop (𝓝 (π / 2)) :=
    (tendsto_arctan_atTop.mono_right nhdsWithin_le_nhds).comp
      (tendsto_id.atTop_div_const hη)
  have h2 := h1.const_mul (2 / π)
  have h3 : 2 / π * (π / 2) = 1 := by field_simp
  rw [h3] at h2
  exact h2.congr (fun R => (zeroth_moment_eq hη R).symm)

/-- The centred Lorentzian is bounded by `2 + 2ε²/η²` times the Lorentzian centred
at `ε`, at every frequency. -/
theorem lorentz_le_shift {η : ℝ} (hη : 0 < η) (ε x : ℝ) :
    lorentz η 0 x ≤ (2 + 2 * ε ^ 2 / η ^ 2) * lorentz η ε x := by
  have hη2 : 0 < η ^ 2 := pow_pos hη 2
  have ha : 0 < η / π := by positivity
  have hE : 0 < (x - ε) ^ 2 + η ^ 2 := add_pos_of_nonneg_of_pos (sq_nonneg _) hη2
  have h0 : 0 < x ^ 2 + η ^ 2 := add_pos_of_nonneg_of_pos (sq_nonneg _) hη2
  have hq0 : 0 ≤ 2 * ε ^ 2 / η ^ 2 := by positivity
  have hq : 2 * ε ^ 2 / η ^ 2 * η ^ 2 = 2 * ε ^ 2 := div_mul_cancel₀ _ hη2.ne'
  generalize 2 * ε ^ 2 / η ^ 2 = q at hq0 hq ⊢
  -- (x - ε)² ≤ 2x² + 2ε² compares the two denominators
  have key : (x - ε) ^ 2 + η ^ 2 ≤ (2 + q) * (x ^ 2 + η ^ 2) := by
    nlinarith [sq_nonneg (x + ε), mul_nonneg hq0 (sq_nonneg x)]
  unfold lorentz
  rw [sub_zero, ← mul_div_assoc, div_le_div_iff₀ h0 hE]
  nlinarith [mul_le_mul_of_nonneg_left key ha.le]

/-- For finitely many poles with non-negative weights, at least one of them positive, the
second moment of the broadened spectral function over `[-R, R]` tends to infinity as the
window grows. -/
theorem spectral_second_moment_tendsto_atTop {ι : Type*} [Fintype ι] {η : ℝ} (hη : 0 < η)
    (w e : ι → ℝ) (hw : ∀ i, 0 ≤ w i) (j : ι) (hj : 0 < w j) :
    Tendsto (moment 2 (spectral η w e)) atTop atTop := by
  have hK : 0 < 2 + 2 * e j ^ 2 / η ^ 2 := by positivity
  have hcmp := lorentz_le_shift hη (e j)
  generalize 2 + 2 * e j ^ 2 / η ^ 2 = K at hK hcmp
  have hK' : K ≠ 0 := hK.ne'
  have hc : 0 < w j / K := div_pos hj hK
  have hnn : ∀ i x, 0 ≤ w i * lorentz η (e i) x := fun i x =>
    mul_nonneg (hw i) (div_nonneg (by positivity)
      (add_nonneg (sq_nonneg _) (sq_nonneg _)))
  -- the pole j alone dominates a multiple of the centred Lorentzian
  have hpt : ∀ x, w j / K * (x ^ 2 * lorentz η 0 x) ≤ x ^ 2 * spectral η w e x := by
    intro x
    have h1 : w j * lorentz η (e j) x ≤ spectral η w e x :=
      Finset.single_le_sum (f := fun i => w i * lorentz η (e i) x)
        (fun i _ => hnn i x) (Finset.mem_univ j)
    have h2 : w j / K * lorentz η 0 x ≤ w j * lorentz η (e j) x := by
      calc w j / K * lorentz η 0 x ≤ w j / K * (K * lorentz η (e j) x) :=
            mul_le_mul_of_nonneg_left (hcmp x) hc.le
        _ = w j * lorentz η (e j) x := by
            rw [← mul_assoc, div_mul_cancel₀ _ hK']
    calc w j / K * (x ^ 2 * lorentz η 0 x) = x ^ 2 * (w j / K * lorentz η 0 x) := by ring
      _ ≤ x ^ 2 * spectral η w e x :=
          mul_le_mul_of_nonneg_left (h2.trans h1) (sq_nonneg x)
  have hs : Continuous (spectral η w e) := by
    have hl : ∀ i, Continuous (lorentz η (e i)) := fun i => continuous_lorentz hη (e i)
    show Continuous (fun x => ∑ i, w i * lorentz η (e i) x)
    fun_prop
  have hc1 : Continuous (fun x : ℝ => w j / K * (x ^ 2 * lorentz η 0 x)) :=
    continuous_const.mul ((continuous_pow 2).mul (continuous_lorentz hη 0))
  have hc2 : Continuous (fun x : ℝ => x ^ 2 * spectral η w e x) :=
    (continuous_pow 2).mul hs
  refine tendsto_atTop_mono' atTop ?_ ((second_moment_tendsto_atTop hη).const_mul_atTop hc)
  filter_upwards [eventually_ge_atTop (0 : ℝ)] with R hR
  have hle := intervalIntegral.integral_mono_on (μ := volume) (a := -R) (b := R)
    (by linarith) (hc1.intervalIntegrable _ _) (hc2.intervalIntegrable _ _)
    (fun x _ => hpt x)
  rw [intervalIntegral.integral_const_mul] at hle
  exact hle

end

end LorentzianMoments
```

```lean
#print axioms LorentzianMoments.not_integrable_second_moment
#print axioms LorentzianMoments.zeroth_moment_tendsto_one
#print axioms LorentzianMoments.spectral_second_moment_tendsto_atTop
```

```
'LorentzianMoments.not_integrable_second_moment' depends on axioms: [propext, Classical.choice, Quot.sound]
'LorentzianMoments.zeroth_moment_tendsto_one' depends on axioms: [propext, Classical.choice, Quot.sound]
'LorentzianMoments.spectral_second_moment_tendsto_atTop' depends on axioms: [propext, Classical.choice, Quot.sound]
```

## What the statements say

Three definitions carry the content. `lorentz η ε x` is the Lorentzian centred at the energy $\varepsilon$,
$$L(\eta,\varepsilon,x)=\frac{\eta/\pi}{(x-\varepsilon)^2+\eta^2}.$$
`spectral η w e x` is the sum
$$A(x)=\sum_i w_i\,L(\eta,\varepsilon_i,x)$$
over a finite index type `ι`, where the weight $w_i$ is `w i` and the pole energy $\varepsilon_i$ is `e i`. For a natural number $n$ and a real function $f$ of frequency, `moment n f R` is the truncated moment
$$M_n[f](R)=\int_{-R}^{R}x^n f(x)\,dx .$$
Below, $L_0$ stands for the centred line $x\mapsto L(\eta,0,x)$, which is `lorentz η 0` in the code.

Every theorem assumes $\eta>0$. For the centred line, `second_moment_eq` and `zeroth_moment_eq` give closed forms,
$$M_2[L_0](R)=\frac{2\eta}{\pi}\Big(R-\eta\arctan\frac{R}{\eta}\Big),\qquad M_0[L_0](R)=\frac{2}{\pi}\arctan\frac{R}{\eta},$$
and both hold for every real $R$. The integral is oriented, so a negative $R$ reverses the limits and changes the sign, in agreement with right-hand sides that are odd in $R$. The theorem `second_moment_tendsto_atTop` reads `Tendsto (moment 2 (lorentz η 0)) atTop atTop`: for any bound there is a window size beyond which $M_2[L_0](R)$ exceeds that bound. `zeroth_moment_tendsto_one` says that $M_0[L_0](R)\to1$ as $R\to\infty$. `not_integrable_second_moment` says that $x^2L_0(x)$ is not Lebesgue integrable on the real line. The integrand is continuous and non-negative, so this means that the area under it is infinite.

Divergence is phrased through limits and through `Integrable` for a definite reason. Mathlib's real-valued (Bochner) integral over $\mathbb{R}$ of a non-integrable function is zero by convention, so the full second moment written with it would come out as $0$, a conventional value and not the area under the curve. The truncated moments that occur have continuous integrands on bounded intervals and are ordinary integrals.

The last theorem, `spectral_second_moment_tendsto_atTop`, treats many poles. If all weights satisfy $w_i\ge0$ (hypothesis `hw`) and one index $j$ has $w_j>0$ (hypothesis `hj`), then $M_2[A](R)\to+\infty$. The pole energies are arbitrary real numbers and may coincide. The index $j$ makes `ι` non-empty, and the smallest instance is a single pole; with $w_j=1$ and $\varepsilon_j=0$ it is the case of the opening.

## The physics encoded

In Lehmann form, with $\hbar=1$, the retarded Green's function of a system with finitely many excitation energies $\varepsilon_i$, evaluated at a distance $\eta$ above the real frequency axis, is
$$G(x)=\sum_i\frac{w_i}{x-\varepsilon_i+\mathrm{i}\eta},$$
with $\mathrm{i}$ the imaginary unit. Multiplying numerator and denominator of each term by $x-\varepsilon_i-\mathrm{i}\eta$ gives
$$-\frac1\pi\,\mathrm{Im}\,G(x)=\sum_i w_i\,\frac{\eta/\pi}{(x-\varepsilon_i)^2+\eta^2}=A(x).$$
The code starts from this last expression as a definition. No Hamiltonian, eigenstates or complex Green's function appear in it, and the non-negativity of the weights is assumed. For a diagonal fermionic one-particle Green's function the weights are squared moduli of matrix elements of creation or annihilation operators, multiplied at finite temperature by sums of Boltzmann probabilities, so the assumption fits. Spectral functions whose weights can be negative or complex, such as off-diagonal elements or bosonic commutator functions, are not covered.

The conventions are as follows. The factor $1/\pi$ normalises each line, and `zeroth_moment_tendsto_one` confirms unit area for the centred one. The parameter $\eta$ is the half-width at half maximum, since $L(\eta,\varepsilon,\varepsilon\pm\eta)$ is half of the peak value $1/(\pi\eta)$. The sign $\eta>0$ is the retarded choice. Setting $\eta=0$ does not recover sharp poles, because the numerator of `lorentz` then vanishes. Moments are taken about $x=0$, the zero of the energy scale, over windows symmetric about that point. The total weight $\sum_i w_i$ is left free.

Before broadening, the spectral function is the sum of delta peaks $\sum_i w_i\,\delta(x-\varepsilon_i)$, whose $n$-th moment is the finite number $\sum_i w_i\varepsilon_i^{\,n}$. For a finite set of poles with non-negative weights, not all zero, broadened with one constant $\eta>0$, as when a spectrum from the diagonalisation of a small cluster is plotted with Lorentzian peaks, the theorems show that the second moment computed from the broadened curve does not settle at $\sum_i w_i\varepsilon_i^2$ but grows without bound as the frequency window widens, however small $\eta$ is.

The idealisations are the finite number of poles, a single width independent of pole and frequency, and the Lorentzian shape itself. The closed forms, the unit area and the non-integrability statement concern the centred line alone; for several poles the result is the divergence of the truncated second moment. The first moment and the moments above the second are not treated.

## The derivation

Divide out the numerator of the second-moment integrand:
$$x^2L_0(x)=\frac{\eta}{\pi}\,\frac{x^2}{x^2+\eta^2}=\frac{\eta}{\pi}\Big(1-\frac{\eta^2}{x^2+\eta^2}\Big).$$
The chain rule gives
$$\frac{d}{dx}\arctan\frac{x}{\eta}=\frac{1}{1+(x/\eta)^2}\cdot\frac1\eta=\frac{\eta}{x^2+\eta^2}.$$
Hence $F_0(x)=\frac1\pi\arctan(x/\eta)$ is an antiderivative of $L_0$, and $F_2(x)=\frac{\eta}{\pi}\big(x-\eta\arctan(x/\eta)\big)$ is an antiderivative of $x^2L_0$. Both are odd, so the difference of the values at $R$ and at $-R$ is twice the value at $R$, and the two closed forms follow. Comparing them,
$$M_2[L_0](R)=\frac{2\eta}{\pi}R-\eta^2M_0[L_0](R).$$
The first term is the constant tail $\eta/\pi$ times the window length $2R$, and the second is bounded. At $R=\eta$, where $\arctan1=\pi/4$, the window holds half of the weight and $M_2[L_0]=\eta^2(2/\pi-1/2)$.

Since $\arctan u<\pi/2$ for all real $u$ and $\eta>0$,
$$M_2[L_0](R)\ \ge\ \frac{2\eta}{\pi}\Big(R-\frac{\eta\pi}{2}\Big),$$
a straight line of positive slope, so $M_2[L_0](R)\to+\infty$. As $R\to\infty$ the argument $R/\eta$ also tends to infinity and $\arctan(R/\eta)\to\pi/2$, so $M_0[L_0](R)\to\frac2\pi\cdot\frac\pi2=1$. If $x^2L_0$ were integrable on $\mathbb{R}$, its integrals over $[-R,R]$ would converge to the finite integral over the whole line, and a quantity that converges to a real number does not tend to $+\infty$.

For a pole away from zero, a comparison with the centred line avoids a new integration. Put $q=2\varepsilon^2/\eta^2\ge0$ and $K=2+q$, so that $q\eta^2=2\varepsilon^2$. Then
$$K(x^2+\eta^2)=2x^2+2\varepsilon^2+2\eta^2+qx^2,$$
and since $2x^2+2\varepsilon^2-(x-\varepsilon)^2=(x+\varepsilon)^2$,
$$K(x^2+\eta^2)-\big[(x-\varepsilon)^2+\eta^2\big]=(x+\varepsilon)^2+\eta^2+qx^2\ \ge\ 0 .$$
Dividing by the product of the two positive denominators and multiplying by $\eta/\pi>0$ yields $L_0(x)\le K\,L(\eta,\varepsilon,x)$ at every $x$. The constant is not the best possible (at $\varepsilon=0$ it is $2$ where $1$ would do), but any finite positive constant serves.

Now take $\varepsilon=\varepsilon_j$ in $K$. All terms of $A$ are non-negative, so keeping only term $j$ cannot raise the sum:
$$A(x)\ \ge\ w_jL(\eta,\varepsilon_j,x)\ \ge\ \frac{w_j}{K}L_0(x).$$
Multiplying by $x^2\ge0$ and integrating over $[-R,R]$ with $R\ge0$ gives
$$M_2[A](R)\ \ge\ \frac{w_j}{K}\,M_2[L_0](R),$$
and the right-hand side tends to $+\infty$ because $w_j/K>0$. The tail argument of the opening suggests that the true growth rate is $\frac{2\eta}{\pi}\sum_i w_i$ per unit of $R$, but the code establishes the divergence and not this rate.

## The proof in Lean

`continuous_lorentz` applies `Continuous.div` to a constant numerator and a polynomial denominator, which is non-zero as the sum of a square and $\eta^2>0$. Continuity is what later supplies integrability on each bounded interval, through `intervalIntegrable`.

In `second_moment_eq`, the statement `hd` is $F_2'(x)=x^2L_0(x)$. Inside it, `h1` is the chain rule for $\arctan(x/\eta)$, and `h2` builds the derivative of $F_2$ from it by subtraction and constant multiples. The derivative arrives with $1+(x/\eta)^2$ in a denominator; `h3` rewrites this as $(x^2+\eta^2)/\eta^2$, after which `field_simp` and `ring` check the division step done by hand. `intervalIntegral.integral_eq_sub_of_hasDerivAt` is the fundamental theorem of calculus and gives $F_2(R)-F_2(-R)$, and `Real.arctan_neg` is the oddness that doubles the value at $R$. `zeroth_moment_eq` has the same structure with $F_0$; its integrand carries the factor `x ^ 0` from the definition of `moment`.

In `second_moment_tendsto_atTop`, `hlin` states that the straight line $\frac{2\eta}{\pi}(R-\eta\pi/2)$ tends to infinity, and `tendsto_atTop_mono` transfers this to any function lying above it. The inequality at each $R$ comes from the closed form and from `arctan_lt_pi_div_two`, multiplied by $\eta$ and then by $2\eta/\pi$.

`not_integrable_second_moment` assumes integrability. `intervalIntegral_tendsto_integral`, with lower limit $-R\to-\infty$ and upper limit $R\to+\infty$, makes the truncated integrals converge to the full one, and `not_tendsto_atTop_of_tendsto_nhds` sets this against the divergence.

In `zeroth_moment_tendsto_one`, `h1` composes `tendsto_arctan_atTop` with $R/\eta\to\infty$. Mathlib states the arctangent limit as an approach to $\pi/2$ from below, and `mono_right nhdsWithin_le_nhds` weakens it to the plain limit. Multiplication by $2/\pi$ and the closed form finish the argument.

`lorentz_le_shift` replaces $2\varepsilon^2/\eta^2$ by a variable `q` of which only $q\ge0$ (`hq0`) and $q\eta^2=2\varepsilon^2$ (`hq`) are kept. The inequality `key` between the denominators is found by `nlinarith` from the hints $(x+\varepsilon)^2\ge0$ and $qx^2\ge0$, two of the three terms in the difference written above; the third, $\eta^2$, is positive by `hη2`. `div_le_div_iff₀` cross-multiplies the fractions, and what remains is `key` times $\eta/\pi$.

The final theorem likewise keeps only the positivity of `K` and the comparison `hcmp`. The pointwise bound `hpt` combines `h1`, where `Finset.single_le_sum` retains term $j$ of a sum whose terms are non-negative by `hnn`, with `h2`, the comparison multiplied by $w_j/K$. `intervalIntegral.integral_mono_on` integrates the bound and needs $-R\le R$, so the inequality is required only for $R\ge0$, through `tendsto_atTop_mono'` and `eventually_ge_atTop`; that range is enough for a limit $R\to\infty$. `intervalIntegral.integral_const_mul` takes $w_j/K$ out of the integral, and the lower bound becomes this positive constant times the divergent moment of the centred line.
